# The singlet of two equal spins pairs only opposite magnetic quantum numbers, with alternating amplitudes in the standard basis

For two spins (d−1)/2, basis vector k of each has magnetic quantum number (d−1)/2 − k, with k running from 0 to d−1. The singlet is defined as the alternating sum of the products e_k ⊗ e_(d−1−k), with prefactor 1/√d. The lemma gives its amplitude on the basis pair (i, j): (−1)^i/√d if j = d−1−i, so that the two magnetic quantum numbers are opposite, and zero otherwise. The proof writes the amplitude as a sum over k with two conditional factors, keeps only the term k = i, and then compares the two sides by cases.

The first attempt, which Lean rejects:

```lean
import Mathlib

open scoped ComplexConjugate

namespace SingletApply

noncomputable section

/-- The state space of one spin `(d-1)/2`; basis vector `k` has magnetic quantum number
`(d-1)/2 - k`. -/
abbrev Spin (d : ℕ) := EuclideanSpace ℂ (Fin d)

/-- The state space of two spins `(d-1)/2`. -/
abbrev Pair (d : ℕ) := EuclideanSpace ℂ (Fin d × Fin d)

variable {d : ℕ}

/-- The product state `a ⊗ b` of two spins. -/
def tensor (a b : Spin d) : Pair d := WithLp.toLp 2 fun p => a p.1 * b p.2

/-- The alternating sum `d^(-1/2) ∑ (-1)^k e_k ⊗ e_(d-1-k)`, for `d ≥ 1`. -/
def singlet (d : ℕ) : Pair d :=
  ((1 / √(d : ℝ) : ℝ) : ℂ) • ∑ k : Fin d, (-1 : ℂ) ^ (k : ℕ) •
    tensor (EuclideanSpace.single k 1) (EuclideanSpace.single k.rev 1)

/-- The singlet only pairs opposite magnetic quantum numbers, with alternating amplitudes. -/
theorem singlet_apply (i j : Fin d) : singlet d (i, j) =
    if j = i.rev then ((1 / √(d : ℝ) : ℝ) : ℂ) * (-1) ^ (i : ℕ) else 0 := by
  have h : singlet d (i, j) = ((1 / √(d : ℝ) : ℝ) : ℂ) * ∑ k : Fin d, (-1 : ℂ) ^ (k : ℕ) *
      ((if i = k then 1 else 0) * (if j = k.rev then 1 else 0)) := by
    simp [singlet, tensor, Pi.single_apply]
  rw [h, Finset.sum_eq_single i]
  · split_ifs <;> simp
  · intro k _ hk
    rw [if_neg (Ne.symm hk)]
    ring
  · simp

end

end SingletApply
```

The error:

```
Main.lean:33:2: error: unsolved goals
case pos
d : ℕ
i j : Fin d
h : (singlet d).ofLp (i, j) = ↑(1 / √↑d) * ∑ k, (-1) ^ ↑k * ((if i = k then 1 else 0) * if j = k.rev then 1 else 0)
h✝¹ : ¬i = i
h✝ : j = i.rev
⊢ d = 0
Main.lean:31:27: warning: This simp argument is unused:
  Pi.single_apply

Hint: Omit it from the simp argument list.
  [apply] simp [singlet, tensor]

Note: This linter can be disabled with `set_option linter.unusedSimpArgs false`
```

The change, after which it compiles:

```diff
@@ -29,7 +29,7 @@
   have h : singlet d (i, j) = ((1 / √(d : ℝ) : ℝ) : ℂ) * ∑ k : Fin d, (-1 : ℂ) ^ (k : ℕ) *
       ((if i = k then 1 else 0) * (if j = k.rev then 1 else 0)) := by
-    simp [singlet, tensor, Pi.single_apply]
+    simp [singlet, tensor]
   rw [h, Finset.sum_eq_single i]
-  · split_ifs <;> simp
+  · by_cases hj : j = i.rev <;> simp [hj]
   · intro k _ hk
     rw [if_neg (Ne.symm hk)]
```

What went wrong. The error is in the surviving term k = i. There the factor `if i = k then 1 else 0` has become `if i = i then 1 else 0`, and `split_ifs` splits on this condition too, producing branches with the impossible hypothesis `¬i = i`. In the branch where also `j = i.rev`, the left side is zero and the right side is the nonzero amplitude. The plain `simp` simplifies this equation to `d = 0`, which is false, since `i : Fin d` exists. The branch can be closed only by contradiction, but `simp` is not given the hypothesis `¬i = i` to use.

The repair splits only on `j = i.rev`, with `by_cases`. Now `simp [hj]` evaluates `if i = i` to 1 and settles the other conditionals with `hj`, so the impossible branches never arise.

The warning says that `Pi.single_apply` is unused in the earlier `simp`; removing it is mere tidying.
